# Filling one real orbital, or emptying it in a full shell, gives opposite three-centre bond indices

Take an orthonormal basis with one real function per site, and a density matrix $P$ that counts both spins. For a normalised real orbital $v$ and three distinct sites $a,b,c$, the product $P_{ab}P_{bc}P_{ca}$ is $+8(v_av_bv_c)^2$ if $v$ holds the only electron pair, and $-8(v_av_bv_c)^2$ if $v$ is the only empty orbital in an otherwise full shell. The sign therefore tells the two cases apart whenever $v$ has nonzero amplitude on all three sites, while $\operatorname{tr}P^3=4\operatorname{tr}P$ holds in both.

```lean
import Mathlib

open Matrix

namespace ThreeCentreBondIndex

noncomputable section

variable {n : Type*} [Fintype n] [DecidableEq n]

/-- The three-centre index `P_ab P_bc P_ca` of a density matrix `P`. -/
def threeCentre (P : Matrix n n ℝ) (a b c : n) : ℝ := P a b * P b c * P c a

/-- The matrix `2 v vᵀ`; for a normalised orbital `v` it is the density matrix of one electron pair
in `v`. -/
def pairDensity (v : n → ℝ) : Matrix n n ℝ := (2 : ℝ) • vecMulVec v v

/-- The matrix `2 (I - v vᵀ)`; for a normalised orbital `v` it is the density matrix of a full shell
from which the electron pair in `v` is removed. -/
def holeDensity (v : n → ℝ) : Matrix n n ℝ := (2 : ℝ) • (1 - vecMulVec v v)

omit [Fintype n] in
/-- Exchanging electrons and holes, `P → 2I - P`, reverses the sign of the three-centre index
at distinct sites. -/
theorem threeCentre_electron_hole (P : Matrix n n ℝ) {a b c : n}
    (hab : a ≠ b) (hbc : b ≠ c) (hac : a ≠ c) :
    threeCentre ((2 : ℝ) • (1 : Matrix n n ℝ) - P) a b c = -threeCentre P a b c := by
  simp only [threeCentre, Matrix.sub_apply, Matrix.smul_apply, Matrix.one_apply_ne hab,
    Matrix.one_apply_ne hbc, Matrix.one_apply_ne hac.symm, smul_zero]
  ring

/-- The trace of `P³` is the sum of the three-centre index over all triples of sites,
coincident sites included. -/
theorem trace_cube_eq_sum (P : Matrix n n ℝ) :
    (P ^ 3).trace = ∑ a, ∑ b, ∑ c, threeCentre P a b c := by
  rw [pow_three']
  simp only [Matrix.trace, Matrix.diag_apply, Matrix.mul_apply, Finset.sum_mul, threeCentre]
  exact Finset.sum_congr rfl fun a _ => Finset.sum_comm

/-- For a normalised orbital `v`, both the pair density and the hole density satisfy
`P² = 2P`. -/
theorem density_sq (v : n → ℝ) (hv : ∑ i, v i ^ 2 = 1) :
    pairDensity v * pairDensity v = (2 : ℝ) • pairDensity v ∧
    holeDensity v * holeDensity v = (2 : ℝ) • holeDensity v := by
  -- normalisation makes `v vᵀ` a projector
  have hV : vecMulVec v v * vecMulVec v v = vecMulVec v v := by
    ext i j
    simp only [Matrix.mul_apply, vecMulVec_apply]
    calc ∑ k, v i * v k * (v k * v j) = (∑ k, v k ^ 2) * (v i * v j) := by
          rw [Finset.sum_mul]
          exact Finset.sum_congr rfl fun k _ => by ring
      _ = v i * v j := by rw [hv, one_mul]
  have hW : (1 - vecMulVec v v) * (1 - vecMulVec v v) = 1 - vecMulVec v v := by
    linear_combination (norm := noncomm_ring) hV
  constructor
  · rw [pairDensity, smul_mul_smul_comm, hV, smul_smul]
  · rw [holeDensity, smul_mul_smul_comm, hW, smul_smul]

/-- For a normalised orbital on `N = Fintype.card n` sites, the pair density holds 2 electrons and
the hole density holds `2(N - 1)`. -/
theorem electron_count (v : n → ℝ) (hv : ∑ i, v i ^ 2 = 1) :
    (pairDensity v).trace = 2 ∧ (holeDensity v).trace = 2 * ((Fintype.card n : ℝ) - 1) := by
  have ht : (vecMulVec v v).trace = 1 := by
    simp only [Matrix.trace, Matrix.diag_apply, vecMulVec_apply, ← sq, hv]
  constructor
  · rw [pairDensity, Matrix.trace_smul, ht, smul_eq_mul, mul_one]
  · rw [holeDensity, Matrix.trace_smul, Matrix.trace_sub, ht, Matrix.trace_one, smul_eq_mul]

/-- For a normalised orbital `v` and distinct sites `a, b, c`, the three-centre index is
`8 (v_a v_b v_c)²` for the pair density and `-8 (v_a v_b v_c)²` for the hole density, while
`tr P³ = 4 tr P` for both. -/
theorem threeCentre_pair_hole (v : n → ℝ) (hv : ∑ i, v i ^ 2 = 1) {a b c : n}
    (hab : a ≠ b) (hbc : b ≠ c) (hac : a ≠ c) :
    threeCentre (pairDensity v) a b c = 8 * (v a * v b * v c) ^ 2 ∧
    threeCentre (holeDensity v) a b c = -(8 * (v a * v b * v c) ^ 2) ∧
    (pairDensity v ^ 3).trace = 4 * (pairDensity v).trace ∧
    (holeDensity v ^ 3).trace = 4 * (holeDensity v).trace := by
  have hp : threeCentre (pairDensity v) a b c = 8 * (v a * v b * v c) ^ 2 := by
    simp only [threeCentre, pairDensity, Matrix.smul_apply, vecMulVec_apply, smul_eq_mul]
    ring
  have hh : holeDensity v = (2 : ℝ) • (1 : Matrix n n ℝ) - pairDensity v := by
    rw [holeDensity, pairDensity, smul_sub]
  -- `P² = 2P` gives `P³ = 4P`
  have cube : ∀ P : Matrix n n ℝ, P * P = (2 : ℝ) • P → (P ^ 3).trace = 4 * P.trace := by
    intro P h
    rw [pow_three', h, smul_mul_assoc, h, smul_smul, Matrix.trace_smul, smul_eq_mul]
    norm_num
  refine ⟨hp, ?_, cube _ (density_sq v hv).1, cube _ (density_sq v hv).2⟩
  rw [hh, threeCentre_electron_hole _ hab hbc hac, hp]

/-- If a normalised orbital has nonzero amplitude on three distinct sites, the index is
positive for the pair density and negative for the hole density. -/
theorem threeCentre_sign (v : n → ℝ) (hv : ∑ i, v i ^ 2 = 1) {a b c : n}
    (hab : a ≠ b) (hbc : b ≠ c) (hac : a ≠ c) (ha : v a ≠ 0) (hb : v b ≠ 0) (hc : v c ≠ 0) :
    0 < threeCentre (pairDensity v) a b c ∧ threeCentre (holeDensity v) a b c < 0 := by
  obtain ⟨hp, hh, -, -⟩ := threeCentre_pair_hole v hv hab hbc hac
  have h : 0 < 8 * (v a * v b * v c) ^ 2 := by positivity
  rw [hp, hh]
  exact ⟨h, neg_neg_of_pos h⟩

/-- Three nonnegative weights with sum at most 1 have product at most 1/27, and the product
is 1/27 only if each weight is 1/3. -/
theorem weight_product_le {x y z : ℝ} (hx : 0 ≤ x) (hy : 0 ≤ y) (hz : 0 ≤ z)
    (hs : x + y + z ≤ 1) :
    x * y * z ≤ 1 / 27 ∧ (x * y * z = 1 / 27 → x = 1 / 3 ∧ y = 1 / 3 ∧ z = 1 / 3) := by
  have h1 : (x + y + z) ^ 3 ≤ 1 := pow_le_one₀ (by positivity) hs
  have h2 : 0 ≤ (x + y + z) * ((x - y) ^ 2 + (y - z) ^ 2 + (z - x) ^ 2) := by positivity
  have t1 : 0 ≤ x * (y - z) ^ 2 := by positivity
  have t2 : 0 ≤ y * (z - x) ^ 2 := by positivity
  have t3 : 0 ≤ z * (x - y) ^ 2 := by positivity
  have key : 27 * (x * y * z)
      + 3 * (x * (y - z) ^ 2 + y * (z - x) ^ 2 + z * (x - y) ^ 2) ≤ 1 := by
    nlinarith [h1, h2]
  refine ⟨by linarith, fun h => ?_⟩
  -- at equality every squared difference vanishes
  have e1 : x * (y - z) ^ 2 = 0 := by linarith
  have e3 : z * (x - y) ^ 2 = 0 := by linarith
  have hx0 : x ≠ 0 := by
    intro h0
    rw [h0] at h
    norm_num at h
  have hz0 : z ≠ 0 := by
    intro h0
    rw [h0] at h
    norm_num at h
  have hyz : y = z :=
    sub_eq_zero.mp ((pow_eq_zero_iff two_ne_zero).mp ((mul_eq_zero.mp e1).resolve_left hx0))
  have hxy : x = y :=
    sub_eq_zero.mp ((pow_eq_zero_iff two_ne_zero).mp ((mul_eq_zero.mp e3).resolve_left hz0))
  rw [← hyz, ← hxy] at h
  have hf : (x - 1 / 3) * (x ^ 2 + x / 3 + 1 / 9) = 0 := by linear_combination h
  have hpos : x ^ 2 + x / 3 + 1 / 9 ≠ 0 := by positivity
  have hx3 : x = 1 / 3 := sub_eq_zero.mp ((mul_eq_zero.mp hf).resolve_right hpos)
  exact ⟨hx3, by linarith, by linarith⟩

/-- For a normalised orbital and distinct sites, the index is at most 8/27 for the pair density
and at least -8/27 for the hole density; the pair density reaches 8/27 exactly when each of
the three sites has weight 1/3. -/
theorem threeCentre_bound (v : n → ℝ) (hv : ∑ i, v i ^ 2 = 1) {a b c : n}
    (hab : a ≠ b) (hbc : b ≠ c) (hac : a ≠ c) :
    threeCentre (pairDensity v) a b c ≤ 8 / 27 ∧
    -(8 / 27) ≤ threeCentre (holeDensity v) a b c ∧
    (threeCentre (pairDensity v) a b c = 8 / 27 ↔
      v a ^ 2 = 1 / 3 ∧ v b ^ 2 = 1 / 3 ∧ v c ^ 2 = 1 / 3) := by
  obtain ⟨hp, hh, -, -⟩ := threeCentre_pair_hole v hv hab hbc hac
  have hs : v a ^ 2 + v b ^ 2 + v c ^ 2 ≤ 1 := by
    have h := Finset.sum_le_sum_of_subset_of_nonneg (f := fun i => v i ^ 2)
      (Finset.subset_univ ({a, b, c} : Finset n)) (fun i _ _ => sq_nonneg (v i))
    rw [Finset.sum_insert (by simp [hab, hac]), Finset.sum_insert (by simp [hbc]),
      Finset.sum_singleton, hv] at h
    linarith
  obtain ⟨hle, heq⟩ := weight_product_le (sq_nonneg (v a)) (sq_nonneg (v b)) (sq_nonneg (v c)) hs
  have hm : (v a * v b * v c) ^ 2 = v a ^ 2 * v b ^ 2 * v c ^ 2 := by ring
  rw [hp, hh, hm]
  refine ⟨by linarith, by linarith, fun h => heq (by linarith), ?_⟩
  rintro ⟨h1, h2, h3⟩
  rw [h1, h2, h3]
  norm_num

/-- The three-site orbital with amplitudes `(1/2, √2/2, 1/2)`. -/
def inPhase : Fin 3 → ℝ := ![1 / 2, √2 / 2, 1 / 2]

/-- The three-site orbital with amplitudes `(√2/2, 0, -√2/2)`. -/
def endOnly : Fin 3 → ℝ := ![√2 / 2, 0, -(√2 / 2)]

/-- On three sites, two electrons in the in-phase orbital give the index `1/4`; two more in the
orbital on the end sites change it to `-1/4`. The four-electron density is the hole density of the
orbital `(1/2, -√2/2, 1/2)`. -/
theorem three_site_chain :
    threeCentre (pairDensity inPhase) 0 1 2 = 1 / 4 ∧
    threeCentre (pairDensity inPhase + pairDensity endOnly) 0 1 2 = -(1 / 4) ∧
    pairDensity inPhase + pairDensity endOnly = holeDensity ![1 / 2, -(√2 / 2), 1 / 2] := by
  have h : √2 ^ 2 = (2 : ℝ) := Real.sq_sqrt (by norm_num)
  have p0 : inPhase 0 = 1 / 2 := rfl
  have p1 : inPhase 1 = √2 / 2 := rfl
  have p2 : inPhase 2 = 1 / 2 := rfl
  have e0 : endOnly 0 = √2 / 2 := rfl
  have e1 : endOnly 1 = 0 := rfl
  have e2 : endOnly 2 = -(√2 / 2) := rfl
  refine ⟨?_, ?_, ?_⟩
  · simp only [threeCentre, pairDensity, Matrix.smul_apply, vecMulVec_apply, smul_eq_mul,
      p0, p1, p2]
    linear_combination (1 / 8 : ℝ) * h
  · simp only [threeCentre, pairDensity, Matrix.add_apply, Matrix.smul_apply, vecMulVec_apply,
      smul_eq_mul, p0, p1, p2, e0, e1, e2]
    linear_combination (-(√2 ^ 2 + 1) / 8 : ℝ) * h
  · ext i j
    fin_cases i <;> fin_cases j <;>
      simp [pairDensity, holeDensity, inPhase, endOnly,
        -mul_eq_mul_left_iff, -mul_eq_mul_right_iff] <;>
      nlinarith [h]

end

end ThreeCentreBondIndex
```

```lean
#print axioms ThreeCentreBondIndex.threeCentre_pair_hole
#print axioms ThreeCentreBondIndex.threeCentre_sign
#print axioms ThreeCentreBondIndex.threeCentre_bound
#print axioms ThreeCentreBondIndex.three_site_chain
```

```
'ThreeCentreBondIndex.threeCentre_pair_hole' depends on axioms: [propext, Classical.choice, Quot.sound]
'ThreeCentreBondIndex.threeCentre_sign' depends on axioms: [propext, Classical.choice, Quot.sound]
'ThreeCentreBondIndex.threeCentre_bound' depends on axioms: [propext, Classical.choice, Quot.sound]
'ThreeCentreBondIndex.three_site_chain' depends on axioms: [propext, Classical.choice, Quot.sound]
```

## Electron-poor and electron-rich bonds over three atoms

Three atoms can share two electrons, as in the B–H–B bridges of diborane, or four, as in the usual description of F–Xe–F in xenon difluoride. With one orbital per atom there are three molecular orbitals. The electron-poor bond fills one of them, and the electron-rich bond leaves one of them empty. The electron count $\operatorname{tr}P$ already differs between the two. The question here is whether the density-matrix elements between the three atoms also tell them apart.

The main theorem, `threeCentre_pair_hole`, takes a normalised orbital and three distinct sites. It gives the two values of the index stated above, and the identity $\operatorname{tr}P^3=4\operatorname{tr}P$ for each density. `threeCentre_sign` adds the hypothesis that $v_a$, $v_b$ and $v_c$ are all nonzero and concludes that the index is strictly positive for the electron pair and strictly negative for the hole. If one of these amplitudes vanishes, both indices are zero and the sign carries no information.

`threeCentre_bound` limits the size of the index: it is at most $8/27$ for the pair and at least $-8/27$ for the hole. The pair reaches $8/27$ exactly when each of the three sites has weight $1/3$. Finally, `three_site_chain` gives an explicit example in which two electrons produce $+1/4$ and four produce $-1/4$.

## Sites, orbitals and densities in Lean

The letter `n` is a finite type whose elements are the sites. The number of sites, written $N$ here, is `Fintype.card n`. An orbital is a function `v : n → ℝ`, and the hypothesis `hv` says $\sum_i v_i^2=1$. This is the normalisation for an orthonormal basis with one real basis function per site, so no overlap matrix appears.

The density matrices count both spins:

- `pairDensity v` is $2vv^T$, with `vecMulVec v v` standing for $vv^T$. By `electron_count` it holds 2 electrons.
- `holeDensity v` is $2(I-vv^T)$. It holds $2(N-1)$ electrons, which is four when $N=3$.

The function `threeCentre` is the bare product $P_{ab}P_{bc}P_{ca}$. Multicentre bond indices in use often carry a numerical prefactor, or a sum over the basis functions of each atom and over the orders of the atoms, so their values need not agree with this one.

Indices of this kind are used in population analysis of computed wavefunctions; the sign rule here concerns a closed-shell single determinant with exactly one filled or exactly one empty orbital. The step from this model to a molecule is the assumption that the electrons of the three-centre bond can be separated from all the others and described by one orthonormal function per atom. None of the hypotheses supplies that separation.

## Why the sign reverses

For the electron pair, $P_{ij}=2v_iv_j$. Each site occurs twice in the product, so

$$P_{ab}P_{bc}P_{ca}=(2v_av_b)(2v_bv_c)(2v_cv_a)=8(v_av_bv_c)^2 .$$

The hole density is $Q=2I-P$. The identity matrix has no off-diagonal elements, and the sites are distinct, so $Q_{ab}=-P_{ab}$, and likewise for the other two elements. Three sign changes leave one minus sign:

$$Q_{ab}Q_{bc}Q_{ca}=(-1)^3P_{ab}P_{bc}P_{ca}=-8(v_av_bv_c)^2 .$$

The second step works for any real matrix $P$, and `threeCentre_electron_hole` states it in that generality. Its proof removes the off-diagonal elements of the identity with `Matrix.one_apply_ne`, once for each pair of sites, and `ring` collects the signs. In the main theorem, `hp` is the direct calculation for the pair, `hh` rewrites the hole density as $2I-P$, and the last line combines them. `threeCentre_sign` then needs only that $8(v_av_bv_c)^2$ is positive.

## Why the trace identity is the same for both

Write $V=vv^T$. Normalisation makes $V$ a projector, and then $I-V$ is one too:

$$(V^2)_{ij}=\sum_k v_iv_kv_kv_j=\Big(\sum_k v_k^2\Big)v_iv_j=V_{ij},$$

$$(I-V)^2=I-2V+V^2=I-V .$$

Each density is twice a projector, $P=2\Pi$ with $\Pi^2=\Pi$. Hence $P^2=4\Pi=2P$, then $P^3=2P^2=4P$, and taking the trace gives $\operatorname{tr}P^3=4\operatorname{tr}P$. Since $\operatorname{tr}V=\sum_i v_i^2=1$ and $\operatorname{tr}I=N$, the electron counts are $2$ and $2(N-1)$.

In `density_sq`, the facts `hV` and `hW` are the two projector equations. The second is obtained from the first by an expansion that respects the order of matrix factors. The local statement `cube` in the main theorem is the passage from $P^2=2P$ to the trace identity, applied once to each density.

The trace is related to the index by

$$\operatorname{tr}P^3=\sum_a\sum_b\sum_c P_{ab}P_{bc}P_{ca},$$

which `trace_cube_eq_sum` proves by writing out the matrix products and exchanging two finite sums. The sum includes triples in which sites coincide. This is how a hole density can have negative indices at distinct sites and still have a positive total: its diagonal elements enter the remaining terms.

## How large the index can be

Let $x=v_a^2$, $y=v_b^2$ and $z=v_c^2$. These weights are nonnegative, and because the sites are distinct their sum $s=x+y+z$ is at most the total weight 1. The magnitude of the index is $8xyz$. Expanding the cube of $s$ gives

$$s^3=27xyz+3T+\tfrac12\,s\big[(x-y)^2+(y-z)^2+(z-x)^2\big],$$

where

$$T=x(y-z)^2+y(z-x)^2+z(x-y)^2 .$$

The last term of $s^3$ is nonnegative and $s^3\le1$, so $27xyz+3T\le1$. Since $T\ge0$ as well, $xyz\le1/27$, and the magnitude of the index is at most $8/27$.

If $xyz=1/27$, then $T$ must vanish, and so must each of its three terms. None of the weights is zero, so $x=y=z$. Then $x^3=1/27$, which gives $x=1/3$. Conversely, three weights of $1/3$ give the index $8/27$ for the pair.

This is `weight_product_le`. The inequality `key` is $27xyz+3T\le1$, which `nlinarith` obtains from the bound on $s^3$ (`h1`) and the nonnegative last term (`h2`). The facts `e1` and `e3` are the vanishing terms used at equality, and a factorisation of $x^3-1/27$ yields $x=1/3$. In `threeCentre_bound`, `hs` compares the weight on the set $\{a,b,c\}$ with the total weight, and the lemma does the rest.

## A chain with two and with four electrons

Number the sites 0, 1, 2, with site 1 in the middle, and take the normalised orbitals

$$\phi_1=\big(\tfrac12,\tfrac{\sqrt2}{2},\tfrac12\big),\quad
\phi_2=\big(\tfrac{\sqrt2}{2},0,-\tfrac{\sqrt2}{2}\big),\quad
\phi_3=\big(\tfrac12,-\tfrac{\sqrt2}{2},\tfrac12\big).$$

These are the bonding, nonbonding and antibonding Hückel orbitals of a chain with equal sites and equal, negative couplings between neighbours. The Lean theorem takes them as given vectors, without a Hamiltonian; `inPhase` is $\phi_1$ and `endOnly` is $\phi_2$.

With two electrons in $\phi_1$, $P_{01}=P_{12}=\sqrt2/2$ and $P_{20}=1/2$, so the index is

$$\tfrac{\sqrt2}{2}\cdot\tfrac{\sqrt2}{2}\cdot\tfrac12=\tfrac14 .$$

A second pair in $\phi_2$ leaves $P_{01}$ and $P_{12}$ unchanged, because $\phi_2$ vanishes on the middle site. It adds $2\cdot\tfrac{\sqrt2}{2}\cdot(-\tfrac{\sqrt2}{2})=-1$ to $P_{20}$, which becomes $-1/2$. The index is now $-1/4$: the second pair has reversed the sign of the density-matrix element between the end atoms.

The three orbitals are orthonormal and span the space, so $\phi_1\phi_1^T+\phi_2\phi_2^T+\phi_3\phi_3^T=I$, and therefore

$$2\phi_1\phi_1^T+2\phi_2\phi_2^T=2(I-\phi_3\phi_3^T).$$

The four-electron density, built from its two occupied orbitals, is thus the hole density of the antibonding orbital. In Lean the two index values follow from the matrix elements and $(\sqrt2)^2=2$, the fact named `h`. The matrix equation is checked element by element: `fin_cases` splits it into nine numerical equations, which are settled by simplification and the same fact about $\sqrt2$.
